# Quadratic fermions with single-mode loss and gain: the adjoint generator maps bilinears to bilinears plus a constant

Let \(c_i\) be finitely many canonical fermion modes with Hamiltonian \(H=\sum_{ij}h_{ij}c_i^*c_j\). The environment removes a particle from mode \(k\) at rate \(g_k\) when the mode is occupied, and adds one at rate \(r_k\) when it is empty. With \(\hbar=1\), the adjoint (Heisenberg-picture) Lindblad generator \(\mathcal L\) satisfies

\[
\mathcal L(c_i^*c_j)= i\sum_k\left(h_{ki}c_k^*c_j-h_{jk}c_i^*c_k\right)-\tfrac12(g_i+r_i+g_j+r_j)\,c_i^*c_j+\delta_{ij}r_i .
\]

The averages \(\langle c_i^*c_j\rangle\) therefore obey a closed linear equation. For \(N\) non-interacting modes with this kind of loss and gain, a simulation that needs only these averages can propagate an \(N\times N\) matrix in place of a \(2^N\times2^N\) density matrix.

## Anticommuting modes

The relations \(c_ic_j+c_jc_i=0\) and \(c_ic_j^*+c_j^*c_i=\delta_{ij}\) express Fermi statistics, including the exclusion principle \(c_i^2=0\). In Lean the modes are elements `c i` of a complex algebra `A` with an involution `star`, the adjoint written \(*\) here. The two fields of `IsCAR` are the two relations.

```lean
import Mathlib

open Matrix

namespace FermionCorrelationMatrix

noncomputable section

variable {n A : Type*} [DecidableEq n] [Ring A] [StarRing A] [Algebra ℂ A]

/-- The Kronecker delta of two mode labels, as a complex number. -/
def δ (i j : n) : ℂ := if i = j then 1 else 0

/-- The canonical anticommutation relations for the annihilation operators `c i`. -/
structure IsCAR (c : n → A) : Prop where
  anti : ∀ i j, c i * c j + c j * c i = 0
  mixed : ∀ i j, c i * star (c j) + star (c j) * c i = δ i j • (1 : A)
```

The relations are applied to the following generator. A jump operator \(L\) contributes \(D_L(X)=L^*XL-\tfrac12(L^*LX+XL^*L)\), with \(L=c_k\) for loss and \(L=c_k^*\) for gain. The rates multiply \(D_L\) and are not absorbed into \(L\).

```lean
/-- The quadratic Hamiltonian `∑ h_ij c_i* c_j`. -/
def hamiltonian [Fintype n] (c : n → A) (h : Matrix n n ℂ) : A :=
  ∑ i, ∑ j, h i j • (star (c i) * c j)

/-- The Heisenberg-picture Lindblad dissipator with jump operator `L`, acting on `X`. -/
def dissipator (L X : A) : A :=
  star L * X * L - (1 / 2 : ℂ) • (star L * L * X + X * (star L * L))

/-- The adjoint generator with Hamiltonian `∑ h_ij c_i* c_j`, loss `c_k` at rate `g k`
and gain `c_k*` at rate `r k`. -/
def generator [Fintype n] (c : n → A) (h : Matrix n n ℂ) (g r : n → ℝ) (X : A) : A :=
  Complex.I • (hamiltonian c h * X - X * hamiltonian c h)
    + ∑ k, (g k : ℂ) • dissipator (c k) X + ∑ k, (r k : ℂ) • dissipator (star (c k)) X
```

**The coherent part.** Moving \(c_b\) past \(c_i^*\), and \(c_j\) past \(c_a^*\), gives

\[
\begin{aligned}
c_a^*c_bc_i^*c_j&=\delta_{bi}c_a^*c_j-c_a^*c_i^*c_bc_j,\\
c_i^*c_jc_a^*c_b&=\delta_{ja}c_i^*c_b-c_i^*c_a^*c_jc_b .
\end{aligned}
\]

The two quartic terms are equal, since exchanging both pairs gives two minus signs. Subtraction leaves

\[
[c_a^*c_b,\,c_i^*c_j]=\delta_{bi}c_a^*c_j-\delta_{ja}c_i^*c_b .
\]

**The dissipative part.** Expanding the commutators confirms that

\[
D_L(X)=\tfrac12\left(L^*[X,L]+[L^*,X]L\right).
\]

For \(X=c_i^*c_j\) the anticommutators give \([X,c_k]=-\delta_{ki}c_j\) and \([c_k^*,X]=-\delta_{jk}c_i^*\). Hence

\[
\begin{aligned}
D_{c_k}(X)&=-\tfrac12\left(\delta_{ki}c_k^*c_j+\delta_{jk}c_i^*c_k\right)=-\tfrac12(\delta_{ki}+\delta_{jk})X,\\
D_{c_k^*}(X)&=\tfrac12\left(\delta_{jk}c_kc_i^*+\delta_{ki}c_jc_k^*\right)=\tfrac12(\delta_{ki}+\delta_{jk})\,c_jc_i^*\\
&=\tfrac12(\delta_{ki}+\delta_{jk})(\delta_{ji}-X).
\end{aligned}
\]

The constant in the gain term comes from reordering \(c_jc_i^*\).

In the proof, `delta_smul` exchanges two labels under a Kronecker delta, `delta_sum` collapses a sum of rates, and `dissipator_eq` is the half-sum of commutators. `bilinear_commutator` writes its left side as a combination of four anticommutators, an expansion checked by `noncomm_ring`, and then substitutes their values. The relation between two creation operators is obtained by applying `star` to `anti`. `comm_annihilator` and `comm_creator` are the two short commutators, and `loss_mode` and `gain_mode` are the last two results above.

```lean
omit [StarRing A] in
lemma delta_smul (i j : n) (f : n → A) : δ i j • f i = δ i j • f j := by
  rcases eq_or_ne i j with rfl | h
  · rfl
  · simp [δ, h]

lemma delta_sum [Fintype n] (f : n → ℂ) (i j : n) :
    ∑ k, f k * (1 / 2 * (δ k i + δ j k)) = 1 / 2 * (f i + f j) := by
  have s1 : ∑ k, f k * δ k i = f i := by simp [δ]
  have s2 : ∑ k, f k * δ j k = f j := by simp [δ]
  have e : ∀ k, f k * (1 / 2 * (δ k i + δ j k))
      = 1 / 2 * (f k * δ k i) + 1 / 2 * (f k * δ j k) := fun k => by ring
  simp only [e, Finset.sum_add_distrib, ← Finset.mul_sum]
  rw [s1, s2]
  ring

lemma dissipator_eq (L X : A) : dissipator L X =
    (1 / 2 : ℂ) • (star L * (X * L - L * X) + (star L * X - X * star L) * L) := by
  simp only [dissipator, mul_sub, sub_mul, mul_assoc]
  module

/-- The commutator of two fermion bilinears is again a combination of bilinears. -/
theorem bilinear_commutator {c : n → A} (hc : IsCAR c) (a b i j : n) :
    star (c a) * c b * (star (c i) * c j) - star (c i) * c j * (star (c a) * c b)
      = δ b i • (star (c a) * c j) - δ j a • (star (c i) * c b) := by
  have h3 : star (c a) * star (c i) + star (c i) * star (c a) = 0 := by
    simpa only [star_add, star_mul, star_zero] using congrArg star (hc.anti i a)
  calc _ = star (c a) * (c b * star (c i) + star (c i) * c b) * c j
        - star (c i) * (c j * star (c a) + star (c a) * c j) * c b
        - (star (c a) * star (c i) + star (c i) * star (c a)) * c b * c j
        + star (c i) * star (c a) * (c b * c j + c j * c b) := by noncomm_ring
    _ = _ := by
      rw [hc.mixed, hc.mixed, h3, hc.anti]
      simp only [mul_smul_comm, smul_mul_assoc, mul_one, zero_mul, mul_zero, sub_zero, add_zero]

lemma comm_annihilator {c : n → A} (hc : IsCAR c) (k i j : n) :
    star (c i) * c j * c k - c k * (star (c i) * c j) = -(δ k i • c j) := by
  calc _ = star (c i) * (c j * c k + c k * c j)
        - (c k * star (c i) + star (c i) * c k) * c j := by noncomm_ring
    _ = _ := by
      rw [hc.anti, hc.mixed]
      simp only [smul_mul_assoc, one_mul, mul_zero, zero_sub]

lemma comm_creator {c : n → A} (hc : IsCAR c) (k i j : n) :
    star (c k) * (star (c i) * c j) - star (c i) * c j * star (c k)
      = -(δ j k • star (c i)) := by
  have h3 : star (c k) * star (c i) + star (c i) * star (c k) = 0 := by
    simpa only [star_add, star_mul, star_zero] using congrArg star (hc.anti i k)
  calc _ = (star (c k) * star (c i) + star (c i) * star (c k)) * c j
        - star (c i) * (c j * star (c k) + star (c k) * c j) := by noncomm_ring
    _ = _ := by
      rw [h3, hc.mixed]
      simp only [mul_smul_comm, mul_one, zero_mul, zero_sub]

/-- Under the canonical anticommutation relations, loss from mode `k` damps `c_i* c_j` with weight
one half for each of `i`, `j` equal to `k`. -/
theorem loss_mode {c : n → A} (hc : IsCAR c) (k i j : n) :
    dissipator (c k) (star (c i) * c j)
      = -((1 / 2 * (δ k i + δ j k)) • (star (c i) * c j)) := by
  have s1 : δ k i • (star (c k) * c j) = δ k i • (star (c i) * c j) :=
    delta_smul k i fun m => star (c m) * c j
  have s2 : δ j k • (star (c i) * c j) = δ j k • (star (c i) * c k) :=
    delta_smul j k fun m => star (c i) * c m
  rw [dissipator_eq, comm_annihilator hc, comm_creator hc]
  simp only [mul_neg, neg_mul, mul_smul_comm, smul_mul_assoc]
  rw [s1, ← s2]
  module

/-- Under the canonical anticommutation relations, gain into mode `k` drives `c_i* c_j` towards
`δ_ji`, with weight one half for each of `i`, `j` equal to `k`. -/
theorem gain_mode {c : n → A} (hc : IsCAR c) (k i j : n) :
    dissipator (star (c k)) (star (c i) * c j)
      = (1 / 2 * (δ k i + δ j k)) • (δ j i • (1 : A) - star (c i) * c j) := by
  have s1 : δ k i • (c j * star (c k)) = δ k i • (c j * star (c i)) :=
    delta_smul k i fun m => c j * star (c m)
  have s2 : δ j k • (c j * star (c i)) = δ j k • (c k * star (c i)) :=
    delta_smul j k fun m => c m * star (c i)
  rw [dissipator_eq, star_star, ← neg_sub (star (c k) * _), comm_creator hc,
    ← neg_sub (_ * c k), comm_annihilator hc, ← hc.mixed j i, add_sub_cancel_right]
  simp only [neg_neg, mul_smul_comm, smul_mul_assoc]
  rw [s1, ← s2]
  module
```

Each of the two relations is needed, as one mode represented by a complex number shows. Everything then commutes, so \(\mathcal L=0\).

- Take \(c=1/\sqrt2\). Then \(cc^*+c^*c=1\) holds but \(c^2=0\) fails. The right side of the formula is \((r-g)/2\), which is wrong whenever \(g\ne r\).
- Take \(c=0\). Then \(c^2=0\) holds but the mixed relation fails. The right side is \(r\), which is wrong whenever \(r\ne0\).

A more physical failure comes from spin lowering operators, which commute between different sites. There \([\sigma_1^+\sigma_2^-,\sigma_2^+\sigma_3^-]=-\sigma_1^+\sigma_2^z\sigma_3^-\), which is not a bilinear.

## Finitely many modes

A finite set of modes describes a finite lattice or a truncated orbital basis. By hand, finiteness allows the sums to be taken term by term:

\[
[H,c_i^*c_j]=\sum_k\left(h_{ki}c_k^*c_j-h_{jk}c_i^*c_k\right).
\]

The loss terms add up to \(-\tfrac12(g_i+g_j)c_i^*c_j\), and the gain terms to \(\tfrac12(r_i+r_j)(\delta_{ij}-c_i^*c_j)\). Since \(\tfrac12(r_i+r_j)\delta_{ij}=r_i\delta_{ij}\), the formula at the top follows.

`hamiltonian_commutator` carries out the first sum. `generator_bilinear` is the full identity: it inserts the single-mode results, collapses the rate sums with `delta_sum`, and collects terms with `module`.

```lean
variable [Fintype n]

lemma hamiltonian_commutator {c : n → A} (hc : IsCAR c) (h : Matrix n n ℂ) (i j : n) :
    hamiltonian c h * (star (c i) * c j) - star (c i) * c j * hamiltonian c h
      = ∑ k, (h k i • (star (c k) * c j) - h j k • (star (c i) * c k)) := by
  simp only [hamiltonian, Finset.sum_mul, Finset.mul_sum, smul_mul_assoc, mul_smul_comm,
    ← Finset.sum_sub_distrib, ← smul_sub]
  simp only [bilinear_commutator hc, smul_sub, Finset.sum_sub_distrib]
  congr 1
  · simp [δ, ite_smul, smul_ite]
  · rw [Finset.sum_comm]
    simp [δ, ite_smul, smul_ite]

/-- Under the canonical anticommutation relations, the adjoint generator maps `c_i* c_j` to
bilinears plus a constant: coherent hopping, damping at half the summed loss and gain rates of both
modes, and a source `δ_ij r_i`. -/
theorem generator_bilinear {c : n → A} (hc : IsCAR c) (h : Matrix n n ℂ) (g r : n → ℝ)
    (i j : n) :
    generator c h g r (star (c i) * c j)
      = Complex.I • ∑ k, (h k i • (star (c k) * c j) - h j k • (star (c i) * c k))
        - (1 / 2 * (g i + r i + g j + r j) : ℂ) • (star (c i) * c j)
        + (δ i j * r i) • (1 : A) := by
  have e : 1 / 2 * ((r i : ℂ) + r j) * δ j i = δ i j * r i := by
    rcases eq_or_ne i j with rfl | hij
    · simp only [δ, ↓reduceIte]
      ring
    · simp [δ, hij, hij.symm]
  rw [generator, hamiltonian_commutator hc]
  -- each rate sum collapses onto the modes i and j
  simp only [loss_mode hc, gain_mode hc, smul_neg, smul_smul, Finset.sum_neg_distrib,
    ← Finset.sum_smul, delta_sum]
  rw [smul_sub, smul_smul, e]
  module
```

With infinitely many modes, \(H\) need not be an element of the algebra, and the generator would need a definition that includes convergence.

## Hermitian hopping and nonnegative rates

Physically, \(h\) is Hermitian, so that \(H\) is an observable energy, and the rates are nonnegative, because they are probabilities per unit time. The derivation uses neither property. Accordingly, `generator_bilinear` takes an arbitrary complex matrix `h` and arbitrary real functions `g` and `r`.

Without these conditions the identity survives but its interpretation can fail. For one mode with \(h=0\), \(g=-1\) and \(r=0\), the occupation \(C\) obeys \(\dot C=C\), and any positive initial value eventually exceeds 1.

## A normalised state obeying the master equation

A density matrix \(\rho_t\) enters through its averages \(\varphi_t(X)=\operatorname{Tr}(\rho_tX)\). The correlation matrix is \(C_{ij}=\varphi_t(c_i^*c_j)\); many texts call the transpose of this the one-particle density matrix.

Two hypotheses are made at the time \(t\) considered. Normalisation, `h1`, says \(\varphi_t(1)=1\), which is \(\operatorname{Tr}\rho_t=1\). The master equation, `hφ`, says that \(\varphi_s(X)\) has derivative \(\varphi_t(\mathcal L(X))\) at \(s=t\) for every \(X\). It is assumed, and the existence of a solution is not derived. Positivity of \(\varphi_t\) is not required.

Applying \(\varphi_t\) to the operator identity gives

\[
\dot C=i(h^{\mathsf T}C-Ch^{\mathsf T})-\tfrac12(\Gamma C+C\Gamma)+R,
\]

with \(\Gamma=\operatorname{diag}(g_i+r_i)\) and \(R=\operatorname{diag}(r_i)\). The transposes appear because \(\sum_kh_{ki}C_{kj}=(h^{\mathsf T}C)_{ij}\) and \(\sum_kh_{jk}C_{ik}=(Ch^{\mathsf T})_{ij}\). The right side is called `flow` in Lean.

```lean
/-- The correlation matrix `C_ij = φ(c_i* c_j)` of a linear functional `φ`. -/
def corr (c : n → A) (φ : A →ₗ[ℂ] ℂ) : Matrix n n ℂ :=
  Matrix.of fun i j => φ (star (c i) * c j)

/-- The matrix `i(hᵀC - Chᵀ) - (ΓC + CΓ)/2 + R`, with `Γ = diag(g + r)` and `R = diag r`. -/
def flow (h : Matrix n n ℂ) (g r : n → ℝ) (C : Matrix n n ℂ) : Matrix n n ℂ :=
  Complex.I • (hᵀ * C - C * hᵀ)
    - (1 / 2 : ℂ) • (diagonal (fun i => (g i + r i : ℂ)) * C
      + C * diagonal (fun i => (g i + r i : ℂ)))
    + diagonal (fun i => (r i : ℂ))

/-- Let the modes satisfy the canonical anticommutation relations. If functionals `φ s` obey the
master equation at time `t` and `φ t` is normalised, their correlation matrix obeys the closed
equation `dC/dt = flow C` at that time. -/
theorem correlation_equation {c : n → A} (hc : IsCAR c) (h : Matrix n n ℂ) (g r : n → ℝ)
    (φ : ℝ → A →ₗ[ℂ] ℂ) (t : ℝ) (h1 : φ t 1 = 1)
    (hφ : ∀ X, HasDerivAt (fun s => φ s X) (φ t (generator c h g r X)) t) (i j : n) :
    HasDerivAt (fun s => corr c (φ s) i j) (flow h g r (corr c (φ t)) i j) t := by
  refine (hφ (star (c i) * c j)).congr_deriv ?_
  have e1 : (hᵀ * corr c (φ t)) i j - (corr c (φ t) * hᵀ) i j
      = ∑ k, (h k i * φ t (star (c k) * c j) - h j k * φ t (star (c i) * c k)) := by
    rw [Matrix.mul_apply, Matrix.mul_apply, ← Finset.sum_sub_distrib]
    refine Finset.sum_congr rfl fun k _ => ?_
    simp only [transpose_apply, corr, of_apply]
    ring
  have e2 : diagonal (fun i => (r i : ℂ)) i j = δ i j * r i := by
    simp [Matrix.diagonal_apply, δ]
  rw [generator_bilinear hc]
  simp only [flow, Matrix.add_apply, Matrix.sub_apply, Matrix.smul_apply, diagonal_mul,
    mul_diagonal, map_add, map_sub, map_smul, map_sum, h1, smul_eq_mul]
  rw [e1, e2]
  simp only [corr, of_apply]
  ring
```

The proof uses `hφ` only for \(X=c_i^*c_j\), rewrites with `generator_bilinear`, and matches matrix entries through `e1` and `e2`. Normalisation enters where \(\varphi_t\) meets the constant \(\delta_{ij}r_i\).

Without normalisation, the functional that is zero at all times obeys the master equation and has \(C=0\) and \(\dot C=0\), while the right side is \(R\). The equation then fails as soon as one \(r_i\ne0\). Without the master equation, a state frozen in the vacuum has \(\dot C=0\) and fails in the same way.

These hypotheses leave open whether the generator describes a given laboratory system. That requires interactions between the particles to be negligible and the environment to act as memoryless loss and gain in each mode separately.

## Equal rates with a nonzero sum

Suppose that every mode has the same loss rate \(g\) and the same gain rate \(r\). The condition \(g+r\ne0\) says that there is net damping or, for unphysical signs, amplification. With \(s=r/(g+r)\), the matrix \(C=s\,\mathbb 1\) commutes with \(h^{\mathsf T}\), and the remaining terms are \(-(g+r)s+r=0\). This matrix is therefore stationary whatever the hopping, and in it every mode has occupation \(r/(g+r)\).

```lean
/-- If all modes share the loss rate `g` and the gain rate `r`, with `g + r ≠ 0`, the
correlation matrix `r / (g + r)` times the identity is stationary for every `h`. -/
theorem uniform_stationary (h : Matrix n n ℂ) {g r : ℝ} (hgr : g + r ≠ 0) :
    flow h (fun _ => g) (fun _ => r) (((r : ℂ) / (g + r)) • (1 : Matrix n n ℂ)) = 0 := by
  have hgr' : (g : ℂ) + r ≠ 0 := by exact_mod_cast hgr
  have hs : (r : ℂ) / (g + r) * (g + r) = r := div_mul_cancel₀ _ hgr'
  have e : ∀ x : ℂ, diagonal (fun _ : n => x) = x • (1 : Matrix n n ℂ) :=
    fun x => (Matrix.smul_one_eq_diagonal x).symm
  generalize (r : ℂ) / (g + r) = s at hs ⊢
  -- a multiple of the identity commutes with the hopping matrix
  simp only [flow, e, Matrix.mul_smul, Matrix.smul_mul, mul_one, one_mul, sub_self,
    smul_zero, zero_sub]
  linear_combination (norm := module) (-hs) • (1 : Matrix n n ℂ)
```

The condition is used in `hs`, which states \(s(g+r)=r\). If \(g=-r\ne0\) and there is at least one mode, the right side of the equation equals \(r\,\mathbb 1\) for every multiple of the identity, so none is stationary. If both rates vanish, every multiple is stationary and the quotient selects none. The theorem says nothing about uniqueness or about convergence to this matrix.

## Two modes as explicit matrices

The anticommutation relations can be met by concrete matrices. In the basis \(|00\rangle,|01\rangle,|10\rangle,|11\rangle\), the first matrix empties the first mode. The second empties the second mode, with a minus sign when the first is occupied; this is the Jordan–Wigner sign. `isCAR_witness` checks the relations entry by entry.

```lean
/-- Two fermion modes as explicit four-by-four matrices. -/
def twoModes : Fin 2 → Matrix (Fin 4) (Fin 4) ℂ :=
  ![!![0, 0, 1, 0; 0, 0, 0, 1; 0, 0, 0, 0; 0, 0, 0, 0],
    !![0, 1, 0, 0; 0, 0, 0, 0; 0, 0, 0, -1; 0, 0, 0, 0]]

set_option maxHeartbeats 400000 in
/-- The two explicit matrices satisfy the canonical anticommutation relations. -/
theorem isCAR_witness : IsCAR twoModes := by
  constructor <;> intro i j <;> ext a b <;>
    simp only [Matrix.add_apply, Matrix.smul_apply, Matrix.mul_apply, Fin.sum_univ_four,
      Matrix.star_eq_conjTranspose, Matrix.conjTranspose_apply] <;>
    fin_cases i <;> fin_cases j <;> fin_cases a <;> fin_cases b <;>
    simp [twoModes, δ]

end

end FermionCorrelationMatrix
```

```lean
#print axioms FermionCorrelationMatrix.generator_bilinear
-- 'FermionCorrelationMatrix.generator_bilinear' depends on axioms: [propext, Classical.choice, Quot.sound]
#print axioms FermionCorrelationMatrix.correlation_equation
-- 'FermionCorrelationMatrix.correlation_equation' depends on axioms: [propext, Classical.choice, Quot.sound]
#print axioms FermionCorrelationMatrix.uniform_stationary
-- 'FermionCorrelationMatrix.uniform_stationary' depends on axioms: [propext, Classical.choice, Quot.sound]
```
